# A unit triangular change of states brings a real symmetric matrix with nonzero leading minors to diagonal form

Take finitely many states and a real symmetric matrix `M` of couplings between them, all of whose leading minors are nonzero. The theorem says that each state can be replaced by itself plus a combination of earlier ones so that the couplings between different new states vanish: there is a `U`, upper triangular with ones on its diagonal, for which `Uᵀ * M * U` is diagonal. The new states need be neither orthogonal nor normalised, and the diagonal entries are not claimed to be eigenvalues of `M`. The attempt finds each column of `U` by solving a linear system in a leading block of `M`, which makes the entries of `Uᵀ * M * U` above the diagonal vanish, and symmetry then deals with those below.

The failing Lean file:

```lean
import Mathlib

open Matrix

namespace DiagonalSeparablePseudopotential

noncomputable section

variable {n : Type*} [Fintype n] {m : ℕ}

/-- The determinant of the block of `M` belonging to the first `r` states. -/
def leadingMinor (M : Matrix (Fin m) (Fin m) ℝ) (r : ℕ) : ℝ :=
  (M.submatrix (Subtype.val : {i : Fin m // i.val < r} → Fin m) Subtype.val).det

/-- Upper triangular with ones on the diagonal: each new state is the old one plus a
combination of earlier ones. -/
def IsUnitUpper (U : Matrix (Fin m) (Fin m) ℝ) : Prop :=
  (∀ i, U i i = 1) ∧ ∀ i j, j < i → U i j = 0

/-- A sum whose terms vanish from the index `r` on is a sum over the first `r` indices. -/
lemma sum_leading (r : ℕ) (f : Fin m → ℝ) (hf : ∀ j : Fin m, r ≤ j.val → f j = 0) :
    ∑ s : {j : Fin m // j.val < r}, f s.val = ∑ j, f j := by
  rw [← Finset.sum_subtype (Finset.univ.filter (fun j : Fin m => j.val < r)) (by simp) f]
  exact Finset.sum_subset (Finset.subset_univ _) (fun j _ hj => hf j (by simpa using hj))

/-- A symmetric matrix with nonzero leading minors is brought to diagonal form by a
unit triangular congruence. -/
theorem exists_triangular_congruence (M : Matrix (Fin m) (Fin m) ℝ) (hs : Mᵀ = M)
    (hM : ∀ r ≤ m, leadingMinor M r ≠ 0) :
    ∃ U : Matrix (Fin m) (Fin m) ℝ, IsUnitUpper U ∧
      ∀ i j, i ≠ j → (Uᵀ * M * U) i j = 0 := by
  -- column `k` solves the linear system of the leading `k × k` block
  have hcol : ∀ k : Fin m, ∃ u : Fin m → ℝ, u k = 1 ∧ (∀ i, k < i → u i = 0) ∧
      ∀ i, i < k → ∑ j, M i j * u j = 0 := by
    intro k
    obtain ⟨c, hc⟩ : ∃ c : {i : Fin m // i.val < k.val} → ℝ,
        (M.submatrix Subtype.val Subtype.val) *ᵥ c = fun s => M s.val k :=
      ⟨(M.submatrix Subtype.val Subtype.val)⁻¹ *ᵥ fun s => M s.val k, by
        rw [Matrix.mulVec_mulVec, Matrix.mul_nonsing_inv _
          (isUnit_iff_ne_zero.mpr (hM k.val k.isLt.le)), Matrix.one_mulVec]⟩
    obtain ⟨g, hg, hg0⟩ : ∃ g : Fin m → ℝ,
        (∀ s : {i : Fin m // i.val < k.val}, g s.val = -c s) ∧
        ∀ j : Fin m, k.val ≤ j.val → g j = 0 :=
      ⟨fun j => if h : j.val < k.val then -c ⟨j, h⟩ else 0,
        fun s => dif_pos s.2, fun j hj => dif_neg (not_lt.mpr hj)⟩
    refine ⟨fun j => g j + if j = k then 1 else 0, by simp [hg0 k le_rfl],
      fun i hi => by simp [hg0 i (Fin.le_def.mp hi.le), hi.ne'], fun i hi => ?_⟩
    have h1 : ∑ j, M i j * g j = -M i k := by
      rw [← sum_leading k.val (fun j => M i j * g j) (fun j hj => by rw [hg0 j hj, mul_zero])]
      simp only [hg, mul_neg, Finset.sum_neg_distrib]
      exact congrArg Neg.neg (congrFun hc ⟨i, hi⟩)
    simp [mul_add, Finset.sum_add_distrib, h1]
  choose u hu1 hu0 hu using hcol
  obtain ⟨U, hU⟩ : ∃ U : Matrix (Fin m) (Fin m) ℝ, ∀ i k, U i k = u k i :=
    ⟨fun i k => u k i, fun _ _ => rfl⟩
  simp only [← hU] at hu1 hu0 hu
  have key : ∀ i j, i < j → (Uᵀ * M * U) i j = 0 := by
    intro i j hij
    rw [Matrix.mul_assoc, Matrix.mul_apply]
    refine Finset.sum_eq_zero fun a _ => ?_
    rcases lt_or_ge i a with h | h
    · rw [Matrix.transpose_apply, hu0 i a h, zero_mul]
    · rw [Matrix.mul_apply, hu j a (lt_of_le_of_lt h hij), mul_zero]
  have hsym : (Uᵀ * M * U)ᵀ = Uᵀ * M * U := by
    rw [Matrix.transpose_mul, Matrix.transpose_mul, Matrix.transpose_transpose, hs,
      Matrix.mul_assoc]
  refine ⟨U, ⟨hu1, fun i j h => hu0 j i h⟩, fun i j hij => ?_⟩
  rcases lt_or_gt_of_ne hij with h | h
  · exact key i j h
  · exact (congrFun (congrFun hsym i) j).symm.trans (key j i h)

end

end DiagonalSeparablePseudopotential
```

Compiling this gives:

```
Main.lean:39:12: error: typeclass instance problem is stuck
  Fintype (Subtype ?m.115)

Note: Lean will not try to resolve this typeclass instance problem because the type argument to `Fintype` contains metavariables. This argument must be fully determined before Lean will try to resolve the typeclass.

Hint: Adding type annotations and supplying implicit arguments to functions can give Lean more information for typeclass resolution. For example, if you have a variable `x` that you intend to be a `Nat`, but Lean reports it as having an unresolved type like `?m`, replacing `x` with `(x : Nat)` can get typeclass resolution un-stuck.
```

Diagnosis. The error falls on the rewrite with `Matrix.mulVec_mulVec`, which turns two successive matrix-vector products into one. That lemma needs a `Fintype` instance for each index type summed over, and one of these was still `Subtype ?m.115`, a subtype whose predicate Lean had not determined. Lean doesn't search for an instance while the type is unknown in this way.

The gap comes from the bare `Subtype.val` in the submatrices, which doesn't say which subtype of `Fin m` is meant. The type of `c` fixes the column indices of the block in the equation, but not every index type in the equation and the proposed solution.

The repair names the inclusion `e`, with its domain `{i : Fin m // i.val < k.val}` written out, and uses it for rows, columns and the right-hand side. Every index type is then known, and the instance can be found.

Moving the invertibility proof into `hdet` states it for this same block; no message shows that the move was needed in itself. The new parentheses round `fun s => M (e s) k` are mere tidying.

The mended proof, as a diff:

```diff
@@ -34,9 +34,11 @@
       ∀ i, i < k → ∑ j, M i j * u j = 0 := by
     intro k
+    let e : {i : Fin m // i.val < k.val} → Fin m := Subtype.val
+    have hdet : IsUnit (M.submatrix e e).det :=
+      isUnit_iff_ne_zero.mpr (hM k.val k.isLt.le)
     obtain ⟨c, hc⟩ : ∃ c : {i : Fin m // i.val < k.val} → ℝ,
-        (M.submatrix Subtype.val Subtype.val) *ᵥ c = fun s => M s.val k :=
-      ⟨(M.submatrix Subtype.val Subtype.val)⁻¹ *ᵥ fun s => M s.val k, by
-        rw [Matrix.mulVec_mulVec, Matrix.mul_nonsing_inv _
-          (isUnit_iff_ne_zero.mpr (hM k.val k.isLt.le)), Matrix.one_mulVec]⟩
+        (M.submatrix e e) *ᵥ c = fun s => M (e s) k :=
+      ⟨(M.submatrix e e)⁻¹ *ᵥ (fun s => M (e s) k), by
+        rw [Matrix.mulVec_mulVec, Matrix.mul_nonsing_inv _ hdet, Matrix.one_mulVec]⟩
     obtain ⟨g, hg, hg0⟩ : ∃ g : Fin m → ℝ,
         (∀ s : {i : Fin m // i.val < k.val}, g s.val = -c s) ∧
```
